# Two equal Gaussian densities have separate maxima only beyond a threshold distance

This text counts the local maxima of a model density. The density is a sum of two equal Gaussians with exponent a > 0, centred at v and −v. It has no nuclear cusps and is postulated, not computed from a wavefunction. Space is any real inner product space `E`, which includes ℝ³.

In Lean 4 with Mathlib:

```lean
import Mathlib

open Real Filter Topology

namespace GaussianDensityTopology

noncomputable section

variable {E : Type*} [NormedAddCommGroup E] [InnerProductSpace ℝ E]
```

The density at r is

ρ(r) = exp(−a‖r−v‖²) + exp(−a‖r+v‖²).

```lean
/-- The density at `r` of two equal Gaussians with exponent `a`, centred at `v` and `-v`. -/
def density (a : ℝ) (v r : E) : ℝ :=
  exp (-a * ‖r - v‖ ^ 2) + exp (-a * ‖r + v‖ ^ 2)
```

A critical point is a point where the Fréchet derivative exists and vanishes.

```lean
/-- A critical point: the density is differentiable at `r` with zero derivative. -/
def IsCritical (a : ℝ) (v r : E) : Prop :=
  HasFDerivAt (density a v) (0 : E →L[ℝ] ℝ) r
```

An attractor is a local maximum; gradient paths and atomic basins do not enter.

```lean
/-- An attractor: a local maximum of the density. -/
def IsAttractor (a : ℝ) (v r : E) : Prop := IsLocalMax (density a v) r
```

Write k = 2a‖v‖² and y = 2a⟨v,r⟩. For k > 0, the shape of the density along the axis is

P(y) = cosh y · exp(−y²/(2k)).

```lean
/-- The function `cosh y * exp (-y² / (2k))`, for `k ≠ 0`. -/
def axisProfile (k y : ℝ) : ℝ := cosh y * exp (-y ^ 2 / (2 * k))
```

## Critical points on the axis

Expanding ‖r∓v‖² = ‖r‖² ∓ 2⟨v,r⟩ + ‖v‖² gives

ρ(r) = 2 exp(−a(‖r‖²+‖v‖²)) cosh y.

```lean
/-- The density is a Gaussian about the midpoint times a hyperbolic cosine along the axis. -/
theorem density_eq (a : ℝ) (v r : E) : density a v r =
    2 * (exp (-a * (‖r‖ ^ 2 + ‖v‖ ^ 2)) * cosh (2 * a * inner ℝ v r)) := by
  rw [density, norm_sub_sq_real, norm_add_sq_real, real_inner_comm v r, Real.cosh_eq]
  have h1 : -a * (‖r‖ ^ 2 - 2 * inner ℝ v r + ‖v‖ ^ 2) =
      -a * (‖r‖ ^ 2 + ‖v‖ ^ 2) + 2 * a * inner ℝ v r := by ring
  have h2 : -a * (‖r‖ ^ 2 + 2 * inner ℝ v r + ‖v‖ ^ 2) =
      -a * (‖r‖ ^ 2 + ‖v‖ ^ 2) + -(2 * a * inner ℝ v r) := by ring
  rw [h1, h2, Real.exp_add, Real.exp_add]
  ring
```

The product rule then gives

∇ρ = 4a exp(−a(‖r‖²+‖v‖²)) (sinh y · v − cosh y · r).

`innerSL` turns this vector into the derivative, a linear functional.

```lean
/-- The gradient of the density, written as the vector that represents its derivative. -/
theorem density_gradient (a : ℝ) (v r : E) : HasFDerivAt (density a v)
    (innerSL ℝ ((4 * a * exp (-a * (‖r‖ ^ 2 + ‖v‖ ^ 2))) •
      (sinh (2 * a * inner ℝ v r) • v - cosh (2 * a * inner ℝ v r) • r))) r := by
  rw [show density a v = _ from funext (density_eq a v)]
  have hn := ((hasStrictFDerivAt_norm_sq r).hasFDerivAt.add_const (‖v‖ ^ 2)).const_mul (-a)
  have hi : HasFDerivAt (fun r : E => inner ℝ v r) (innerSL ℝ v) r :=
    (innerSL ℝ v).hasFDerivAt
  have hh := (hn.exp.mul (hi.const_mul (2 * a)).cosh).const_mul (2 : ℝ)
  refine hh.congr_fderiv ?_
  ext w
  simp
  ring
```

The prefactor is positive, so ∇ρ = 0 means r = tv with t = tanh y. Then y = kt, and

t = tanh(kt).

Conversely, substituting such a point makes the gradient vanish.

```lean
/-- For `a > 0` the critical points are the axis points `t v` with `t = tanh (2a‖v‖² t)`. -/
theorem critical_iff {a : ℝ} (ha : 0 < a) (v r : E) :
    IsCritical a v r ↔ ∃ t : ℝ, t = tanh (2 * a * ‖v‖ ^ 2 * t) ∧ r = t • v := by
  constructor
  · intro h
    have key : ∀ g : E, HasFDerivAt (density a v) (innerSL ℝ g) r → g = 0 := fun g hg =>
      (inner_self_eq_zero (𝕜 := ℝ)).mp (DFunLike.congr_fun (h.unique hg) g).symm
    have hc : 4 * a * exp (-a * (‖r‖ ^ 2 + ‖v‖ ^ 2)) ≠ 0 := by positivity
    have hz := (smul_eq_zero.mp (key _ (density_gradient a v r))).resolve_left hc
    have hr : r = tanh (2 * a * inner ℝ v r) • v := by
      rw [Real.tanh_eq_sinh_div_cosh, div_eq_inv_mul, mul_smul, sub_eq_zero.mp hz, smul_smul,
        inv_mul_cancel₀ (Real.cosh_pos _).ne', one_smul]
    have hy : inner ℝ v r = tanh (2 * a * inner ℝ v r) * ‖v‖ ^ 2 := by
      conv_lhs => rw [hr]
      rw [real_inner_smul_right, real_inner_self_eq_norm_sq]
    exact ⟨_, congrArg Real.tanh (by linear_combination (2 * a) * hy), hr⟩
  · rintro ⟨t, ht, rfl⟩
    have g := density_gradient a v (t • v)
    have hy : 2 * a * inner ℝ v (t • v) = 2 * a * ‖v‖ ^ 2 * t := by
      rw [real_inner_smul_right, real_inner_self_eq_norm_sq]; ring
    rw [Real.tanh_eq_sinh_div_cosh, eq_div_iff (Real.cosh_pos _).ne'] at ht
    have hz : sinh (2 * a * ‖v‖ ^ 2 * t) • v - cosh (2 * a * ‖v‖ ^ 2 * t) • (t • v) = 0 := by
      rw [← ht]; module
    rw [hy, hz, smul_zero, map_zero] at g
    exact g
```

## The root for k > 1

With x = kt, a positive root satisfies x coth x = k. For x > 0,

(x coth x)′ = (cosh x sinh x − x)/sinh² x > 0,

because sinh x > x and cosh x ≥ 1.

```lean
/-- The function `x coth x` is strictly increasing for `x > 0`. -/
theorem mul_coth_strictMono :
    StrictMonoOn (fun x : ℝ => x * cosh x / sinh x) (Set.Ioi 0) := by
  have hd : ∀ x : ℝ, 0 < x → HasDerivAt (fun x : ℝ => x * cosh x / sinh x)
      ((cosh x * sinh x - x) / sinh x ^ 2) x := by
    intro x hx
    refine (((hasDerivAt_id' x).fun_mul (Real.hasDerivAt_cosh x)).fun_div
      (Real.hasDerivAt_sinh x) (Real.sinh_pos_iff.mpr hx).ne').congr_deriv ?_
    congr 1
    linear_combination (-x) * Real.cosh_sq x
  refine strictMonoOn_of_deriv_pos (convex_Ioi 0)
    (fun x hx => (hd x hx).continuousAt.continuousWithinAt) ?_
  intro x hx
  rw [interior_Ioi] at hx
  have hs := Real.sinh_pos_iff.mpr hx
  rw [(hd x hx).deriv]
  refine div_pos ?_ (pow_pos hs 2)
  nlinarith [Real.self_lt_sinh_iff.mpr hx,
    mul_nonneg (sub_nonneg.2 (Real.one_le_cosh x)) hs.le]
```

Let f(x) = x cosh x − k sinh x, and choose b > 0 with cosh b = k. Then

f(b) = k(b − sinh b) < 0,
f(k) = k(cosh k − sinh k) > 0.

The intermediate value theorem gives a root x > 0. There x cosh x = k sinh x < k cosh x, so x < k and t = x/k < 1. Monotonicity of x coth x makes it unique.

```lean
/-- For `k > 1` the equation `t = tanh (k t)` has exactly one positive root, and it is below 1. -/
theorem exists_root {k : ℝ} (hk : 1 < k) : ∃ t : ℝ, 0 < t ∧ t < 1 ∧ t = tanh (k * t) ∧
    ∀ s : ℝ, 0 < s → s = tanh (k * s) → s = t := by
  have hk0 : 0 < k := by linarith
  obtain ⟨b, hb, hc⟩ : ∃ b : ℝ, 0 < b ∧ cosh b = k := by
    refine ⟨Real.arsinh (√(k ^ 2 - 1)),
      Real.arsinh_pos_iff.mpr (Real.sqrt_pos.2 (by nlinarith)), ?_⟩
    rw [Real.cosh_arsinh, Real.sq_sqrt (by nlinarith), show 1 + (k ^ 2 - 1) = k ^ 2 by ring,
      Real.sqrt_sq hk0.le]
  -- x cosh x - k sinh x changes sign between b and k
  have hl : b * cosh b - k * sinh b ≤ 0 := by
    rw [hc]; nlinarith [mul_pos hk0 (sub_pos.2 (Real.self_lt_sinh_iff.mpr hb))]
  have hr : 0 ≤ k * cosh k - k * sinh k := by
    nlinarith [mul_pos hk0 (sub_pos.2 (Real.sinh_lt_cosh k))]
  have hcont : Continuous (fun x : ℝ => x * cosh x - k * sinh x) :=
    (continuous_id.mul Real.continuous_cosh).sub (continuous_const.mul Real.continuous_sinh)
  have him : (0 : ℝ) ∈ (fun x : ℝ => x * cosh x - k * sinh x) '' Set.uIcc b k :=
    intermediate_value_uIcc hcont.continuousOn (Set.mem_uIcc_of_le hl hr)
  obtain ⟨x, hx, hx0⟩ := him
  replace hx0 : x * cosh x - k * sinh x = 0 := hx0
  have hxp : 0 < x := lt_of_lt_of_le (lt_min hb hk0) hx.1
  have hxk : x < k := by
    nlinarith [Real.cosh_pos x, mul_pos hk0 (sub_pos.2 (Real.sinh_lt_cosh x))]
  have hkx : k * (x / k) = x := mul_div_cancel₀ x hk0.ne'
  have coth : ∀ s : ℝ, 0 < s → s = tanh (k * s) →
      k * s * cosh (k * s) / sinh (k * s) = k := by
    intro s hs h
    rw [Real.tanh_eq_sinh_div_cosh, eq_div_iff (Real.cosh_pos _).ne'] at h
    rw [div_eq_iff (Real.sinh_pos_iff.mpr (mul_pos hk0 hs)).ne']
    linear_combination k * h
  have ht : x / k = tanh (k * (x / k)) := by
    rw [hkx, Real.tanh_eq_sinh_div_cosh, div_eq_div_iff hk0.ne' (Real.cosh_pos x).ne']
    linarith
  refine ⟨x / k, div_pos hxp hk0, (div_lt_one hk0).2 hxk, ht, fun s hs h => ?_⟩
  exact mul_left_cancel₀ hk0.ne' (mul_coth_strictMono.injOn (mul_pos hk0 hs)
    (mul_pos hk0 (div_pos hxp hk0)) ((coth s hs h).trans (coth _ (div_pos hxp hk0) ht).symm))
```

The profile has derivative

P′(y) = (sinh y − y cosh y/k) exp(−y²/(2k)).

For y > 0 this is positive when y coth y < k, that is for y < kt, and negative for y > kt. Since P is even, P(kt) is its global maximum.

```lean
/-- For `k > 0` and a positive root `t = tanh (k t)`, the axial profile rises strictly from
0 to `k t`, where it has its global maximum. -/
theorem axisProfile_max {k t : ℝ} (hk : 0 < k) (ht : 0 < t) (h : t = tanh (k * t)) :
    StrictMonoOn (axisProfile k) (Set.Icc 0 (k * t)) ∧
      ∀ y, axisProfile k y ≤ axisProfile k (k * t) := by
  have hx := mul_pos hk ht
  have hfix : k * t * cosh (k * t) / sinh (k * t) = k := by
    rw [Real.tanh_eq_sinh_div_cosh, eq_div_iff (Real.cosh_pos _).ne'] at h
    rw [div_eq_iff (Real.sinh_pos_iff.mpr hx).ne']
    linear_combination k * h
  have hd : ∀ y, HasDerivAt (axisProfile k)
      ((sinh y - y * cosh y / k) * exp (-y ^ 2 / (2 * k))) y := by
    intro y
    have h2 : HasDerivAt (fun y : ℝ => y ^ 2) (2 * y) y := by simpa using hasDerivAt_pow 2 y
    exact ((Real.hasDerivAt_cosh y).fun_mul (h2.fun_neg.div_const (2 * k)).exp).congr_deriv
      (by ring)
  have hc : Continuous (axisProfile k) :=
    continuous_iff_continuousAt.2 fun y => (hd y).continuousAt
  have hm : StrictMonoOn (axisProfile k) (Set.Icc 0 (k * t)) := by
    refine strictMonoOn_of_deriv_pos (convex_Icc _ _) hc.continuousOn fun y hy => ?_
    rw [interior_Icc] at hy
    have h1 : y * cosh y / sinh y < k * t * cosh (k * t) / sinh (k * t) :=
      mul_coth_strictMono hy.1 hx hy.2
    rw [hfix, div_lt_iff₀ (Real.sinh_pos_iff.mpr hy.1)] at h1
    rw [(hd y).deriv]
    exact mul_pos (sub_pos.2 ((div_lt_iff₀ hk).2 (by linarith))) (Real.exp_pos _)
  have hanti : StrictAntiOn (axisProfile k) (Set.Ici (k * t)) := by
    refine strictAntiOn_of_deriv_neg (convex_Ici _) hc.continuousOn fun y hy => ?_
    rw [interior_Ici] at hy
    have hy0 : 0 < y := hx.trans hy
    have h1 : k * t * cosh (k * t) / sinh (k * t) < y * cosh y / sinh y :=
      mul_coth_strictMono hx hy0 hy
    rw [hfix, lt_div_iff₀ (Real.sinh_pos_iff.mpr hy0)] at h1
    rw [(hd y).deriv]
    exact mul_neg_of_neg_of_pos (sub_neg.2 ((lt_div_iff₀ hk).2 (by linarith))) (Real.exp_pos _)
  refine ⟨hm, fun y => ?_⟩
  have he : axisProfile k |y| = axisProfile k y := by
    simp only [axisProfile, Real.cosh_abs, sq_abs]
  rw [← he]
  rcases le_total |y| (k * t) with hy | hy
  · exact hm.monotoneOn ⟨abs_nonneg y, hy⟩ ⟨hx.le, le_rfl⟩ hy
  · exact hanti.antitoneOn (Set.mem_Ici.2 le_rfl) hy hy
```

For v ≠ 0, Cauchy–Schwarz gives a‖r‖² ≥ a⟨v,r⟩²/‖v‖² = y²/(2k), hence

ρ(r) ≤ 2 exp(−a‖v‖²) P(y),

with equality at r = sv, where y = ks.

```lean
/-- For `a > 0` and `v ≠ 0` the density is bounded by a multiple of the axial profile,
with equality on the axis. -/
theorem density_le_axisProfile {a : ℝ} (ha : 0 < a) {v : E} (hv : v ≠ 0) :
    (∀ r, density a v r ≤
      2 * exp (-a * ‖v‖ ^ 2) * axisProfile (2 * a * ‖v‖ ^ 2) (2 * a * inner ℝ v r)) ∧
    ∀ s : ℝ, density a v (s • v) =
      2 * exp (-a * ‖v‖ ^ 2) * axisProfile (2 * a * ‖v‖ ^ 2) (2 * a * ‖v‖ ^ 2 * s) := by
  have hn : 0 < ‖v‖ := norm_pos_iff.2 hv
  constructor
  · intro r
    have hcs : (inner ℝ v r) ^ 2 ≤ (‖v‖ * ‖r‖) ^ 2 :=
      sq_le_sq.2 ((abs_real_inner_le_norm v r).trans (le_abs_self _))
    have hq : -a * ‖r‖ ^ 2 ≤ -(2 * a * inner ℝ v r) ^ 2 / (2 * (2 * a * ‖v‖ ^ 2)) := by
      rw [le_div_iff₀ (by positivity)]
      nlinarith [mul_le_mul_of_nonneg_left hcs (sq_nonneg a)]
    have he : exp (-a * (‖r‖ ^ 2 + ‖v‖ ^ 2)) ≤ exp (-a * ‖v‖ ^ 2) *
        exp (-(2 * a * inner ℝ v r) ^ 2 / (2 * (2 * a * ‖v‖ ^ 2))) := by
      rw [← Real.exp_add]
      exact Real.exp_le_exp.2 (by linarith)
    rw [density_eq, axisProfile]
    linarith [mul_le_mul_of_nonneg_right he (Real.cosh_pos (2 * a * inner ℝ v r)).le]
  · intro s
    have hq : -(2 * a * ‖v‖ ^ 2 * s) ^ 2 / (2 * (2 * a * ‖v‖ ^ 2)) = -(a * ‖v‖ ^ 2 * s ^ 2) := by
      rw [div_eq_iff (by positivity)]; ring
    rw [density_eq, axisProfile, hq, real_inner_smul_right, real_inner_self_eq_norm_sq,
      norm_smul, mul_pow, Real.norm_eq_abs, sq_abs,
      show -a * (s ^ 2 * ‖v‖ ^ 2 + ‖v‖ ^ 2) = -a * ‖v‖ ^ 2 + -(a * ‖v‖ ^ 2 * s ^ 2) by ring,
      show 2 * a * (s * ‖v‖ ^ 2) = 2 * a * ‖v‖ ^ 2 * s by ring, Real.exp_add]
    ring
```

## One attractor or two

Let k ≤ 1. Since (x cosh x − sinh x)′ = x sinh x > 0 for x > 0, we have tanh x < x there. So tanh(kt) < t for every t > 0 (if k = 0, the left side is 0). By oddness only t = 0 remains. A local maximum must be critical, and the midpoint is one because cosh y ≤ exp(y²/2) and

y²/2 ≤ k a‖r‖² ≤ a‖r‖²,

so ρ(r) ≤ 2 exp(−a‖v‖²) = ρ(0).

```lean
/-- If `a > 0` and `2a‖v‖² ≤ 1`, the midpoint is the only critical point and the only
attractor. -/
theorem merged {a : ℝ} (ha : 0 < a) {v : E} (h : 2 * a * ‖v‖ ^ 2 ≤ 1) :
    {r | IsCritical a v r} = {0} ∧ {r | IsAttractor a v r} = {0} := by
  -- tanh x < x for positive x
  have hm : StrictMonoOn (fun x : ℝ => x * cosh x - sinh x) (Set.Ici 0) := by
    refine strictMonoOn_of_deriv_pos (convex_Ici 0) ((continuous_id.mul
      Real.continuous_cosh).sub Real.continuous_sinh).continuousOn fun y hy => ?_
    rw [interior_Ici] at hy
    have hd : HasDerivAt (fun x : ℝ => x * cosh x - sinh x) (y * sinh y) y :=
      (((hasDerivAt_id' y).fun_mul (Real.hasDerivAt_cosh y)).fun_sub
        (Real.hasDerivAt_sinh y)).congr_deriv (by ring)
    rw [hd.deriv]
    exact mul_pos hy (Real.sinh_pos_iff.mpr hy)
  have key : ∀ t : ℝ, 0 < t → t ≠ tanh (2 * a * ‖v‖ ^ 2 * t) := by
    intro t ht he
    have h0 : 0 ≤ 2 * a * ‖v‖ ^ 2 * t := by positivity
    rcases h0.eq_or_lt with h0 | h0
    · rw [← h0, Real.tanh_zero] at he
      linarith
    · have h1 := hm (Set.mem_Ici.2 le_rfl) (Set.mem_Ici.2 h0.le) h0
      simp only [zero_mul, Real.sinh_zero, sub_zero] at h1
      rw [Real.tanh_eq_sinh_div_cosh, eq_div_iff (Real.cosh_pos _).ne'] at he
      have h2 := mul_le_mul_of_nonneg_right (mul_le_of_le_one_left ht.le h)
        (Real.cosh_pos (2 * a * ‖v‖ ^ 2 * t)).le
      linarith
  have hcrit : {r | IsCritical a v r} = {0} := by
    ext r
    simp only [Set.mem_ofPred_eq, Set.mem_singleton_iff, critical_iff ha]
    constructor
    · rintro ⟨t, ht, rfl⟩
      rcases lt_trichotomy t 0 with h0 | h0 | h0
      · exact absurd (by rw [mul_neg, Real.tanh_neg, ← ht]) (key (-t) (by linarith))
      · rw [h0, zero_smul]
      · exact absurd ht (key t h0)
    · rintro rfl
      exact ⟨0, by simp, by simp⟩
  refine ⟨hcrit, Set.Subset.antisymm (fun r hr => ?_) ?_⟩
  · have hD := density_gradient a v r
    rw [IsLocalMax.hasFDerivAt_eq_zero hr hD] at hD
    rw [← hcrit]
    exact hD
  · rintro r rfl
    -- the bound cosh x ≤ exp (x²/2) makes the midpoint a global maximum
    refine Filter.Eventually.of_forall fun r => ?_
    have h0 : density a v 0 = 2 * exp (-a * ‖v‖ ^ 2) := by rw [density_eq]; simp
    have hcs : (inner ℝ v r) ^ 2 ≤ (‖v‖ * ‖r‖) ^ 2 :=
      sq_le_sq.2 ((abs_real_inner_le_norm v r).trans (le_abs_self _))
    have h1 := mul_le_mul_of_nonneg_right h (show 0 ≤ a * ‖r‖ ^ 2 by positivity)
    have h2 : exp (-a * (‖r‖ ^ 2 + ‖v‖ ^ 2)) * cosh (2 * a * inner ℝ v r) ≤
        exp (-a * ‖v‖ ^ 2) := by
      refine (mul_le_mul_of_nonneg_left (Real.cosh_le_exp_half_sq _)
        (Real.exp_pos _).le).trans ?_
      rw [← Real.exp_add]
      refine Real.exp_le_exp.2 ?_
      nlinarith [mul_le_mul_of_nonneg_left hcs (sq_nonneg a)]
    rw [h0, density_eq]
    linarith
```

Let k > 1. The roots are 0 and ±t, so the critical points are 0 and ±tv. The bound by P makes ±tv global maxima. The midpoint is not a local maximum, since ρ(sv) > ρ(0) for 0 < s < t. As t < 1, both attractors lie strictly between the Gaussian centres.

```lean
/-- If `a > 0` and `2a‖v‖² > 1`, there are exactly three critical points, the midpoint and
`± t v` with `0 < t < 1`, and the attractors are exactly `± t v`. -/
theorem separated {a : ℝ} (ha : 0 < a) {v : E} (h : 1 < 2 * a * ‖v‖ ^ 2) :
    ∃ t : ℝ, 0 < t ∧ t < 1 ∧ {r | IsCritical a v r} = {0, t • v, -(t • v)} ∧
      {r | IsAttractor a v r} = {t • v, -(t • v)} := by
  obtain ⟨t, ht, ht1, hf, hu⟩ := exists_root h
  have hv : v ≠ 0 := by
    intro hv
    rw [hv] at h
    norm_num at h
  have hK : 0 < 2 * a * ‖v‖ ^ 2 := by linarith
  have hcrit : {r | IsCritical a v r} = {0, t • v, -(t • v)} := by
    ext r
    simp only [Set.mem_ofPred_eq, Set.mem_insert_iff, Set.mem_singleton_iff, critical_iff ha]
    constructor
    · rintro ⟨s, hs, rfl⟩
      rcases lt_trichotomy s 0 with h0 | h0 | h0
      · have h1 := hu (-s) (by linarith) (by rw [mul_neg, Real.tanh_neg, ← hs])
        right; right
        rw [← h1, neg_smul, neg_neg]
      · left
        rw [h0, zero_smul]
      · right; left
        rw [hu s h0 hs]
    · rintro (rfl | rfl | rfl)
      · exact ⟨0, by simp, by simp⟩
      · exact ⟨t, hf, rfl⟩
      · exact ⟨-t, by rw [mul_neg, Real.tanh_neg, ← hf], by rw [neg_smul]⟩
  obtain ⟨hm, hmax⟩ := axisProfile_max hK ht hf
  obtain ⟨hle, hax⟩ := density_le_axisProfile ha hv
  have hglob : ∀ r, density a v r ≤ density a v (t • v) := by
    intro r
    rw [hax t]
    exact (hle r).trans (mul_le_mul_of_nonneg_left (hmax _) (by positivity))
  have hsymm : density a v (-(t • v)) = density a v (t • v) := by simp [density_eq]
  refine ⟨t, ht, ht1, hcrit, Set.Subset.antisymm (fun r hr => ?_) ?_⟩
  · have hD := density_gradient a v r
    rw [IsLocalMax.hasFDerivAt_eq_zero hr hD] at hD
    have hc : r ∈ {r | IsCritical a v r} := hD
    rw [hcrit] at hc
    rcases hc with rfl | hc
    · -- the density rises from the midpoint along the axis
      exfalso
      have hr' : ∀ᶠ x in 𝓝 (0 : E), density a v x ≤ density a v 0 := hr
      have hT : Tendsto (fun s : ℝ => s • v) (𝓝[>] 0) (𝓝 (0 : E)) := by
        have h1 : Continuous (fun s : ℝ => s • v) := by fun_prop
        have h2 := h1.tendsto 0
        simp only [zero_smul] at h2
        exact h2.mono_left nhdsWithin_le_nhds
      have hI : ∀ᶠ s in 𝓝[>] (0 : ℝ), s ∈ Set.Ioo 0 t := Ioo_mem_nhdsGT ht
      obtain ⟨s, hs1, hs2⟩ := ((hT.eventually hr').and hI).exists
      have h0 := hax 0
      simp only [zero_smul, mul_zero] at h0
      rw [hax s, h0] at hs1
      have h3 := hm ⟨le_rfl, (mul_pos hK ht).le⟩ ⟨(mul_pos hK hs2.1).le,
        mul_le_mul_of_nonneg_left hs2.2.le hK.le⟩ (mul_pos hK hs2.1)
      exact absurd hs1 (not_le_of_gt (mul_lt_mul_of_pos_left h3 (by positivity)))
    · exact hc
  · rintro r (rfl | rfl)
    · exact Filter.Eventually.of_forall hglob
    · exact Filter.Eventually.of_forall fun x => (hglob x).trans_eq hsymm.symm
```

The three points are distinct because tv ≠ 0, so `ncard` counts one critical point or three. The threshold k = 1 is a centre separation 2‖v‖ = √(2/a). At or below this separation the sum has a single attractor, even when the two centres are distinct. The number of maxima of a smooth model density therefore need not equal the number of its centres.

```lean
/-- For `a > 0` the density has one critical point if `2a‖v‖² ≤ 1` and three if
`2a‖v‖² > 1`. -/
theorem critical_count {a : ℝ} (ha : 0 < a) (v : E) :
    (2 * a * ‖v‖ ^ 2 ≤ 1 → {r | IsCritical a v r}.ncard = 1) ∧
    (1 < 2 * a * ‖v‖ ^ 2 → {r | IsCritical a v r}.ncard = 3) := by
  refine ⟨fun h => by rw [(merged ha h).1, Set.ncard_singleton], fun h => ?_⟩
  obtain ⟨t, ht, -, hc, -⟩ := separated ha h
  have hv : v ≠ 0 := by
    intro hv
    rw [hv] at h
    norm_num at h
  have hw : t • v ≠ 0 := smul_ne_zero ht.ne' hv
  refine Set.ncard_eq_three.2 ⟨0, t • v, -(t • v), hw.symm, (neg_ne_zero.2 hw).symm, ?_, hc⟩
  intro he
  have h2 : (2 : ℝ) • (t • v) = 0 := by
    rw [two_smul]
    exact add_eq_zero_iff_eq_neg.mpr he
  exact smul_ne_zero two_ne_zero hw h2

end

end GaussianDensityTopology
```

```lean
#print axioms GaussianDensityTopology.density_le_axisProfile
-- 'GaussianDensityTopology.density_le_axisProfile' depends on axioms: [propext, Classical.choice, Quot.sound]
#print axioms GaussianDensityTopology.critical_count
-- 'GaussianDensityTopology.critical_count' depends on axioms: [propext, Classical.choice, Quot.sound]
```
